# High-frequency limit and 1/z tail of the self-energy for a normalised finite-pole Green's function

Let a Green's function have finitely many real poles $e_k$ with weights $a_k\ge 0$ and $\sum_k a_k=1$. With a real bare level $\varepsilon$, define

$$G(z)=\sum_k\frac{a_k}{z-e_k},\qquad M_j=\sum_k a_k e_k^j,\qquad \Sigma(z)=z-\varepsilon-\frac1{G(z)}.$$

Then, as the real frequency parameter $w$ tends to $+\infty$,

$$\Sigma(iw)\to M_1-\varepsilon,\qquad iw\,\bigl(\Sigma(iw)-M_1+\varepsilon\bigr)\to M_2-M_1^2\ge 0.$$

For a single orbital with finitely many poles and bare Green's function $1/(z-\varepsilon)$, these two numbers can be used to extend the self-energy approximately beyond a Matsubara frequency cutoff.

## Expanding the self-energy in moments

Introduce the weighted sums

$$T_j(z)=\sum_k\frac{a_k e_k^j}{z-e_k},\qquad T_0=G.$$

Away from the poles, $z/(z-e_k)=1+e_k/(z-e_k)$. Multiplying by $a_ke_k^j$ and summing gives

$$zT_j=M_j+T_{j+1}.$$

Since $|z-e_k|\ge |z|-|e_k|$, every term of $T_{j+1}$ vanishes as $|z|\to\infty$. The sum is finite, so $zT_j\to M_j$. In particular $zG\to M_0=1$, and $G$ is non-zero at large $|z|$.

The recursion gives $zG=1+T_1$ and $zT_1=M_1+T_2$. Therefore

$$\begin{aligned}
z(\Sigma-M_1+\varepsilon)
&=z\Bigl(z-M_1-\frac1G\Bigr)
=\frac{z(zG-1-M_1G)}{G}\\
&=\frac{z(T_1-M_1G)}{G}
=\frac{z(zT_1-M_1zG)}{zG}\\
&=\frac{zT_2-M_1zT_1}{zG}.
\end{aligned}$$

The last step uses $zT_1-M_1zG=T_2-M_1T_1$. The right-hand side tends to $(M_2-M_1^2)/1$. Dividing the left-hand side by $z$ then shows that $\Sigma\to M_1-\varepsilon$.

For the sign, expand the square and use normalisation:

$$\sum_k a_k(e_k-M_1)^2=M_2-2M_1^2+M_1^2=M_2-M_1^2.$$

With non-negative weights this is a variance. It vanishes exactly when every pole of non-zero weight lies at $M_1$.

## Two poles with unequal weights

Take poles $0$ and $4$ with weights $3/4$ and $1/4$, and set $\varepsilon=0$. Then $M_1=1$, $M_2=4$ and $M_2-M_1^2=3$. Directly,

$$G(z)=\frac{z-3}{z(z-4)},\qquad \Sigma(z)=z-\frac{z(z-4)}{z-3}=1+\frac3{z-3}.$$

The limit at large $|z|$ is $1$, and $z(\Sigma-1)=3z/(z-3)\to3$, as predicted.

Normalisation matters. A single pole at $0$ with weight $1/2$ has $G=1/(2z)$ and $\Sigma=-z-\varepsilon$, which has no finite limit at large $|z|$.

## Poles, weights and moments in Lean

The finite type `ι` labels the poles. The functions `e` and `a` give their real energies and weights.

```lean
import Mathlib

open Filter Topology Bornology

namespace HighFrequencySelfEnergy

noncomputable section

variable {ι : Type*} [Fintype ι]
```

The moment is a real number:

```lean
/-- The `j`-th spectral moment `M_j = ∑ a_k e_k ^ j` of poles `e_k` with weights `a_k`. -/
def moment (e a : ι → ℝ) (j : ℕ) : ℝ := ∑ k, a k * e k ^ j
```

The Green's function and self-energy take a complex argument, with real energies and weights converted to complex numbers. The definition of `selfEnergy` is Dyson's equation for one orbital with bare Green's function $1/(z-\varepsilon)$; any hybridisation with other orbitals is therefore counted in $\Sigma$.

```lean
/-- The Green's function in Lehmann form, `G(z) = ∑ a_k / (z - e_k)`, for `z` away from
the poles `e_k`. -/
def green (e a : ι → ℝ) (z : ℂ) : ℂ := ∑ k, (a k : ℂ) / (z - e k)

/-- The self-energy `Σ(z) = z - ε - 1 / G(z)` relative to a bare level `ε`, for `z` away from
the poles and the zeros of `G`. -/
def selfEnergy (eps : ℝ) (e a : ι → ℝ) (z : ℂ) : ℂ := z - eps - 1 / green e a z
```

Physically, the weights are sums of squared transition amplitudes multiplied by non-negative statistical factors, hence non-negative, and their sum is the expectation value of the fermionic anticommutator $\{c,c^\dagger\}=1$. Here both properties are hypotheses on `a`; they are not derived from a Hamiltonian. Matrix-valued Green's functions and continuous spectra are not covered.

The auxiliary sum $T_j$ is `momentGreen`:

```lean
/-- The Lehmann sum with weights `a_k e_k ^ j`, for `z` away from the poles `e_k`. -/
def momentGreen (e a : ι → ℝ) (j : ℕ) (z : ℂ) : ℂ :=
  ∑ k, ((a k : ℂ) * (e k : ℂ) ^ j) / (z - e k)
```

## The recursion and its limit

The next theorem is $zT_j=M_j+T_{j+1}$. Its proof compares the sums term by term; `linear_combination` multiplies $(z-e_k)(z-e_k)^{-1}=1$ by $a_ke_k^j$.

```lean
/-- Away from the poles, multiplying a Lehmann sum by `z` splits off one moment and leaves
the Lehmann sum of the next order. -/
theorem mul_momentGreen {e : ι → ℝ} (a : ι → ℝ) {z : ℂ} (hz : ∀ k, z ≠ e k) (j : ℕ) :
    z * momentGreen e a j z = moment e a j + momentGreen e a (j + 1) z := by
  simp only [moment, momentGreen]
  push_cast
  rw [Finset.mul_sum, ← Finset.sum_add_distrib]
  refine Finset.sum_congr rfl fun k _ => ?_
  have h1 : (z - e k) * (z - e k)⁻¹ = 1 := mul_inv_cancel₀ (sub_ne_zero.mpr (hz k))
  rw [div_eq_mul_inv, div_eq_mul_inv, pow_succ]
  linear_combination ((a k : ℂ) * (e k : ℂ) ^ j) * h1
```

The filter `cobounded ℂ` expresses $|z|\to\infty$ without choosing a direction. A finite set of poles is eventually left behind, because $|z|$ exceeds every $|e_k|$.

```lean
/-- At sufficiently large `|z|` there are no poles. -/
theorem eventually_off_poles (e : ι → ℝ) : ∀ᶠ z : ℂ in cobounded ℂ, ∀ k, z ≠ (e k : ℂ) := by
  refine eventually_all.2 fun k => ?_
  filter_upwards [tendsto_norm_cobounded_atTop.eventually_gt_atTop ‖(e k : ℂ)‖] with z hz h
  rw [h] at hz
  exact lt_irrefl _ hz
```

For $zT_j\to M_j$, `term` uses the lower bound on $|z-e_k|$ to make each contribution vanish, and `decay` adds the finitely many limits. The recursion then transfers the result to $zT_j$.

```lean
/-- As `|z|` tends to infinity, `z` times the Lehmann sum with weights `a_k e_k ^ j` tends to
the moment `M_j`. -/
theorem mul_momentGreen_tendsto (e a : ι → ℝ) (j : ℕ) :
    Tendsto (fun z => z * momentGreen e a j z) (cobounded ℂ) (𝓝 (moment e a j : ℂ)) := by
  -- each pole term of the next order decays
  have term : ∀ k, Tendsto (fun z : ℂ => ((a k : ℂ) * (e k : ℂ) ^ (j + 1)) / (z - e k))
      (cobounded ℂ) (𝓝 0) := by
    intro k
    have h1 : Tendsto (fun z : ℂ => ‖z‖ + -‖(e k : ℂ)‖) (cobounded ℂ) atTop :=
      tendsto_atTop_add_const_right _ _ tendsto_norm_cobounded_atTop
    have h2 : Tendsto (fun z : ℂ => ‖z - e k‖) (cobounded ℂ) atTop :=
      tendsto_atTop_mono (fun z => by
        have := norm_sub_norm_le z (e k : ℂ)
        linarith) h1
    have h3 : Tendsto (fun z : ℂ => (z - e k)⁻¹) (cobounded ℂ) (𝓝 0) :=
      tendsto_inv₀_cobounded.comp (tendsto_norm_atTop_iff_cobounded.1 h2)
    have h4 := h3.const_mul ((a k : ℂ) * (e k : ℂ) ^ (j + 1))
    rw [mul_zero] at h4
    exact h4.congr fun z => (div_eq_mul_inv _ _).symm
  have decay : Tendsto (fun z => momentGreen e a (j + 1) z) (cobounded ℂ)
      (𝓝 (∑ _k : ι, (0 : ℂ))) := tendsto_finsetSum _ fun k _ => term k
  rw [Finset.sum_const_zero] at decay
  have h := decay.const_add (moment e a j : ℂ)
  rw [add_zero] at h
  refine h.congr' ?_
  filter_upwards [eventually_off_poles e] with z hz
  exact (mul_momentGreen a hz j).symm
```

## The exact deviation and the two limits

The exact ratio requires $z$ to avoid the poles and $zG(z)$ to be non-zero. In the proof, `r0` and `r1` are the first two recursion relations, while `hinv` states $(1/G)G=1$. Their linear combination performs the elimination carried out above.

```lean
/-- For weights summing to one, away from the poles and where `z G(z)` is non-zero, `z` times the
deviation of the self-energy from `M_1 - ε` equals `(z T_2 - M_1 z T_1) / (z G)`, where `T_j` is the
Lehmann sum with weights `a_k e_k ^ j`. -/
theorem selfEnergy_deviation (eps : ℝ) {e a : ι → ℝ} (ha : ∑ k, a k = 1) {z : ℂ}
    (hz : ∀ k, z ≠ e k) (hG : z * green e a z ≠ 0) :
    z * (selfEnergy eps e a z - (moment e a 1 - eps)) =
      (z * momentGreen e a 2 z - moment e a 1 * (z * momentGreen e a 1 z)) /
        (z * green e a z) := by
  have r0 : z * green e a z = 1 + momentGreen e a 1 z := by
    have h := mul_momentGreen a hz 0
    have hm : moment e a 0 = 1 := by simp [moment, ha]
    have hg : momentGreen e a 0 z = green e a z := by simp [momentGreen, green]
    rw [hg, hm, Complex.ofReal_one] at h
    exact h
  have r1 : z * momentGreen e a 1 z = moment e a 1 + momentGreen e a 2 z :=
    mul_momentGreen a hz 1
  have hinv : 1 / green e a z * green e a z = 1 :=
    one_div_mul_cancel (right_ne_zero_of_mul hG)
  rw [eq_div_iff hG, selfEnergy]
  linear_combination (-z ^ 2) * hinv + (z ^ 2 - moment e a 1 * z) * r0 + z * r1
```

Taking limits in the numerator and denominator gives the tail. The exact identity may be used because its two conditions hold at all sufficiently large $|z|$.

```lean
/-- For weights summing to one, the `1/z` coefficient of the self-energy is `M_2 - M_1 ^ 2`,
whatever the direction in which `z` goes to infinity. -/
theorem selfEnergy_tail (eps : ℝ) {e a : ι → ℝ} (ha : ∑ k, a k = 1) :
    Tendsto (fun z => z * (selfEnergy eps e a z - (moment e a 1 - eps))) (cobounded ℂ)
      (𝓝 ((moment e a 2 : ℂ) - (moment e a 1 : ℂ) ^ 2)) := by
  -- the normalisation gives z G(z) → 1
  have hG := mul_momentGreen_tendsto e a 0
  have hm : moment e a 0 = 1 := by simp [moment, ha]
  have hg : ∀ z, momentGreen e a 0 z = green e a z := by
    intro z
    simp [momentGreen, green]
  simp only [hg, hm, Complex.ofReal_one] at hG
  have h := ((mul_momentGreen_tendsto e a 2).sub
    ((mul_momentGreen_tendsto e a 1).const_mul (moment e a 1 : ℂ))).div hG one_ne_zero
  rw [show (moment e a 2 : ℂ) - (moment e a 1 : ℂ) ^ 2 =
    ((moment e a 2 : ℂ) - moment e a 1 * moment e a 1) / 1 by ring]
  refine h.congr' ?_
  filter_upwards [eventually_off_poles e, hG.eventually_ne one_ne_zero] with z hz hne
  exact (selfEnergy_deviation eps ha hz hne).symm
```

Multiplying this convergent expression by $z^{-1}\to0$ and restoring the constant gives the limit of $\Sigma$ itself. It is called static because it is the frequency-independent part of $\Sigma$; it need not equal the value at zero frequency. Neither limit needs non-negative weights.

```lean
/-- For weights summing to one, the self-energy tends to the static value `M_1 - ε` as `|z|`
tends to infinity. -/
theorem selfEnergy_static (eps : ℝ) {e a : ι → ℝ} (ha : ∑ k, a k = 1) :
    Tendsto (selfEnergy eps e a) (cobounded ℂ) (𝓝 ((moment e a 1 : ℂ) - eps)) := by
  have hinv : Tendsto (fun z : ℂ => z⁻¹) (cobounded ℂ) (𝓝 0) := tendsto_inv₀_cobounded
  have h := (hinv.mul (selfEnergy_tail eps (e := e) ha)).const_add ((moment e a 1 : ℂ) - eps)
  rw [zero_mul, add_zero] at h
  refine h.congr' ?_
  filter_upwards [tendsto_norm_cobounded_atTop.eventually_gt_atTop (0 : ℝ)] with z hz
  rw [inv_mul_cancel_left₀ (norm_pos_iff.1 hz)]
  ring
```

## The tail coefficient as a variance

The square is first expanded about an arbitrary real `m`, then `m` is set to $M_1$. This identity uses only normalisation.

```lean
/-- For weights summing to one, `M_2 - M_1 ^ 2` is the weighted mean square distance of the
poles from `M_1`. -/
theorem tail_eq_variance {e a : ι → ℝ} (ha : ∑ k, a k = 1) :
    moment e a 2 - moment e a 1 ^ 2 = ∑ k, a k * (e k - moment e a 1) ^ 2 := by
  have h : ∀ m : ℝ, ∑ k, a k * (e k - m) ^ 2 =
      moment e a 2 - 2 * m * moment e a 1 + m ^ 2 * ∑ k, a k := by
    intro m
    unfold moment
    rw [Finset.mul_sum, Finset.mul_sum, ← Finset.sum_sub_distrib, ← Finset.sum_add_distrib]
    exact Finset.sum_congr rfl fun k _ => by ring
  have h' := h (moment e a 1)
  rw [ha] at h'
  linear_combination -h'
```

Non-negativity enters in the equality case: a sum of non-negative terms vanishes only if every term does. Each pole then has zero weight or lies at $M_1$. A single pole of weight one is the simplest case, with constant self-energy $e-\varepsilon$, where $e$ is its energy.

```lean
/-- For non-negative weights summing to one, the `1/z` coefficient `M_2 - M_1 ^ 2` vanishes
exactly when all poles of non-zero weight lie at `M_1`. -/
theorem tail_eq_zero_iff {e a : ι → ℝ} (ha0 : ∀ k, 0 ≤ a k) (ha : ∑ k, a k = 1) :
    moment e a 2 - moment e a 1 ^ 2 = 0 ↔ ∀ k, a k ≠ 0 → e k = moment e a 1 := by
  rw [tail_eq_variance ha,
    Finset.sum_eq_zero_iff_of_nonneg (fun k _ => mul_nonneg (ha0 k) (sq_nonneg _))]
  constructor
  · intro h k hk
    rcases mul_eq_zero.1 (h k (Finset.mem_univ k)) with h1 | h1
    · exact absurd h1 hk
    · exact sub_eq_zero.1 ((pow_eq_zero_iff two_ne_zero).1 h1)
  · intro h k _
    by_cases hk : a k = 0
    · rw [hk, zero_mul]
    · rw [h k hk, sub_self]
      ring
```

## Restriction to the imaginary axis

Since $|iw|=|w|$, the path $iw$ leaves every bounded region as $w\to+\infty$. The statement `axis` records this, and composing it with the two general limits gives the first two conclusions. The variance formula supplies the third.

```lean
/-- For non-negative weights summing to one, on the imaginary axis `Σ(iw)` tends to `M_1 - ε`
and `iw (Σ(iw) - (M_1 - ε))` tends to `M_2 - M_1 ^ 2` as `w → ∞`, and this last number is
non-negative. -/
theorem selfEnergy_high_frequency (eps : ℝ) {e a : ι → ℝ} (ha0 : ∀ k, 0 ≤ a k)
    (ha : ∑ k, a k = 1) :
    Tendsto (fun w : ℝ => selfEnergy eps e a (Complex.I * w)) atTop
        (𝓝 ((moment e a 1 : ℂ) - eps)) ∧
      Tendsto (fun w : ℝ => Complex.I * w *
          (selfEnergy eps e a (Complex.I * w) - (moment e a 1 - eps))) atTop
        (𝓝 ((moment e a 2 : ℂ) - (moment e a 1 : ℂ) ^ 2)) ∧
      0 ≤ moment e a 2 - moment e a 1 ^ 2 := by
  have axis : Tendsto (fun w : ℝ => Complex.I * (w : ℂ)) atTop (cobounded ℂ) :=
    tendsto_norm_atTop_iff_cobounded.1 (tendsto_abs_atTop_atTop.congr fun w => by simp)
  refine ⟨(selfEnergy_static eps ha).comp axis, (selfEnergy_tail eps ha).comp axis, ?_⟩
  rw [tail_eq_variance ha]
  exact Finset.sum_nonneg fun k _ => mul_nonneg (ha0 k) (sq_nonneg _)
```

## The half-filled Hubbard atom

At half filling and without a magnetic field, let the chemical potential lie midway between the electron removal and addition energies, and measure energies from it. The Hubbard atom then has poles $\pm U/2$ of equal weight. Setting $\varepsilon=0$ places the Hartree shift in the bare level. Then

$$G(z)=\frac{z}{z^2-U^2/4},\qquad z\Sigma(z)=\frac{U^2}{4}.$$

The tail is therefore exact at every $z$ other than $0$ and $\pm U/2$. The proof combines the two fractions in `hG`, then cancels $z$ in `hc`.

```lean
/-- For two poles `±U/2` of equal weight, as in the half-filled Hubbard atom, and `ε = 0`, the
self-energy obeys `z Σ(z) = U ^ 2 / 4` at every `z` other than `0` and `±U/2`. -/
theorem hubbard_atom (U : ℝ) {z : ℂ} (h0 : z ≠ 0) (h1 : z ≠ U / 2) (h2 : z ≠ -(U / 2)) :
    z * selfEnergy 0 ![-(U / 2), U / 2] ![1 / 2, 1 / 2] z = (U : ℂ) ^ 2 / 4 := by
  have d1 : z - (U : ℂ) / 2 ≠ 0 := sub_ne_zero.mpr h1
  have d2 : z - -((U : ℂ) / 2) ≠ 0 := sub_ne_zero.mpr h2
  have hG : green ![-(U / 2), U / 2] ![1 / 2, 1 / 2] z =
      z / ((z - -((U : ℂ) / 2)) * (z - (U : ℂ) / 2)) := by
    simp only [green, Fin.sum_univ_two, Matrix.cons_val_zero, Matrix.cons_val_one]
    push_cast
    rw [div_add_div _ _ d2 d1]
    congr 1
    ring
  have hc : z * (((z - -((U : ℂ) / 2)) * (z - (U : ℂ) / 2)) / z) =
      (z - -((U : ℂ) / 2)) * (z - (U : ℂ) / 2) := by
    rw [mul_comm, div_mul_cancel₀ _ h0]
  rw [selfEnergy, hG, one_div_div, Complex.ofReal_zero]
  linear_combination -hc

end

end HighFrequencySelfEnergy
```

```lean
#print axioms HighFrequencySelfEnergy.tail_eq_zero_iff
#print axioms HighFrequencySelfEnergy.selfEnergy_high_frequency
#print axioms HighFrequencySelfEnergy.hubbard_atom
```

```
'HighFrequencySelfEnergy.tail_eq_zero_iff' depends on axioms: [propext, Classical.choice, Quot.sound]
'HighFrequencySelfEnergy.selfEnergy_high_frequency' depends on axioms: [propext, Classical.choice, Quot.sound]
'HighFrequencySelfEnergy.hubbard_atom' depends on axioms: [propext, Classical.choice, Quot.sound]
```
